# The Gibbs state of a finite Hermitian Hamiltonian tends to the equal mixture over its ground space as the temperature goes to zero

## Which ground state does a cooled degenerate system reach?

When a finite quantum system in thermal equilibrium is cooled towards zero temperature and its lowest level is degenerate, should I represent its "ground state" by one eigenvector or by the whole eigenspace? My example is two spins 1/2 with ferromagnetic Heisenberg coupling. The ground level is a triplet, and my diagonalisation routine returns three vectors that I could rotate into each other at will. The Gibbs state $e^{-bH}/\operatorname{Tr}e^{-bH}$ knows nothing about that choice of basis. So what does it converge to, and when is the limit a pure state?

## The projector onto the ground space, divided by its dimension

Take the whole eigenspace, represented by its orthogonal projector $P$, which doesn't depend on a basis. If the ground space has dimension $g$, the limit is $P/g$. For your triplet this is $P/3$, and the limit is pure exactly when $g=1$.

Here $H$ is a Hermitian matrix, $b=1/(k_BT)$ is the inverse temperature, usually written $\beta$, and $E$ is the lowest eigenvalue. Diagonalise $H=UDU^\dagger$ with $U$ unitary and $D=\operatorname{diag}(e_i)$ real. For a vector $v$ put $c=U^\dagger v$. Then

$$Hv=Ev\iff (e_i-E)\,c_i=0\ \text{ for all } i,$$

so $v$ lies in the ground space exactly when its amplitudes on states with $e_i\neq E$ vanish. The projector onto that space keeps the other amplitudes:

$$P=U\operatorname{diag}(p_i)U^\dagger,\qquad p_i=\begin{cases}1,&e_i=E\\0,&e_i\ne E.\end{cases}$$

Since $H^k=UD^kU^\dagger$, the exponential series gives $e^{-bH}=U\operatorname{diag}(e^{-be_i})U^\dagger$. Measuring energies from the ground level,

$$e^{bE}e^{-bH}=U\operatorname{diag}\!\left(e^{-b(e_i-E)}\right)U^\dagger\longrightarrow P\qquad(b\to\infty),$$

because entries with $e_i=E$ stay equal to 1 and any others have $e_i>E$ and decay. The trace of $P$ counts the indices with $e_i=E$, so it is $g\geq1$. The factor $e^{bE}$ cancels in the normalised state:

$$\frac{e^{-bH}}{\operatorname{Tr}e^{-bH}}=\frac{e^{bE}e^{-bH}}{\operatorname{Tr}(e^{bE}e^{-bH})}\longrightarrow\frac{P}{g}.$$

If a normalised vector $\psi$ spans the ground space, then $P=|\psi\rangle\langle\psi|$ and $g=1$, so the limit is pure. If $g>1$, the limit $P/g$ has the eigenvalue $1/g$ repeated $g$ times, so it is mixed.

### The same statement in Lean

The type `n` labels the basis states; it is not a particle number. `Matrix n n ℂ` holds the operators, and `ᴴ` is the dagger. `gibbsState H b` is the normalised exponential, and `energySpace H E` is the set of all solutions of $Hv=Ev$, including zero.

`IsGroundEnergy H E` says that this space is nonzero and that no real eigenvalue lies below $E$. `IsOrthogonalProjector P S` says that $P$ is Hermitian, maps every vector into $S$ and fixes each vector of $S$. No eigenbasis enters these definitions.

The main theorem, `gibbsState_tendsto`, assumes that $H$ is Hermitian, that $E$ is its ground energy and that $P$ is the projector onto the ground space. The degeneracy $g$ is `Module.finrank ℂ (energySpace H E)`. `Tendsto … atTop` is the limit $b\to\infty$, and convergence of matrices means convergence of every entry. For a nonempty basis, `exists_ground` supplies a suitable $E$ and $P$ for every Hermitian $H$. In `gibbsState_tendsto_pure`, the condition `star ψ ⬝ᵥ ψ = 1` is normalisation and `vecMulVec ψ (star ψ)` is $|\psi\rangle\langle\psi|$.

The theorem gives a limit without a rate. Two steps are left to the physics: replacing the real system's Hamiltonian by a finite matrix, and assuming that the system stays in thermal equilibrium as it is cooled, so that the Gibbs state describes it.

```lean
import Mathlib

open Matrix Filter Topology NormedSpace

namespace ZeroTemperatureState

noncomputable section

variable {n : Type*} [Fintype n] [DecidableEq n]

/-- The Gibbs state `exp(-bH) / trace exp(-bH)` at inverse temperature `b`, for a Hermitian
Hamiltonian `H` on a nonempty index type. -/
def gibbsState (H : Matrix n n ℂ) (b : ℝ) : Matrix n n ℂ :=
  (trace (NormedSpace.exp (-(b : ℂ) • H)))⁻¹ • NormedSpace.exp (-(b : ℂ) • H)

/-- The space of all vectors `v` with `H v = E v`. -/
def energySpace (H : Matrix n n ℂ) (E : ℝ) : Submodule ℂ (n → ℂ) :=
  Module.End.eigenspace (Matrix.toLin' H) (E : ℂ)

/-- `E` is the least real eigenvalue of `H`. -/
def IsGroundEnergy (H : Matrix n n ℂ) (E : ℝ) : Prop :=
  energySpace H E ≠ ⊥ ∧ ∀ E' : ℝ, energySpace H E' ≠ ⊥ → E ≤ E'

/-- `P` is the orthogonal projector onto the subspace `S`: it is Hermitian, maps every vector
into `S` and leaves the vectors of `S` unchanged. -/
structure IsOrthogonalProjector (P : Matrix n n ℂ) (S : Submodule ℂ (n → ℂ)) : Prop where
  herm : P.IsHermitian
  mem : ∀ v, P *ᵥ v ∈ S
  fix : ∀ v ∈ S, P *ᵥ v = v

/-- There is only one orthogonal projector onto a given subspace. -/
theorem IsOrthogonalProjector.unique {P Q : Matrix n n ℂ} {S : Submodule ℂ (n → ℂ)}
    (hP : IsOrthogonalProjector P S) (hQ : IsOrthogonalProjector Q S) : P = Q := by
  have key : ∀ {A B : Matrix n n ℂ}, IsOrthogonalProjector A S →
      IsOrthogonalProjector B S → A * B = B := fun hA hB =>
    Matrix.toLin'.injective (LinearMap.ext fun v => by
      rw [toLin'_apply, toLin'_apply, ← mulVec_mulVec, hA.fix _ (hB.mem v)])
  calc P = Q * P := (key hQ hP).symm
    _ = (P * Q)ᴴ := by rw [conjTranspose_mul, hP.herm.eq, hQ.herm.eq]
    _ = Q := by rw [key hP hQ, hQ.herm.eq]

/-- A Hermitian matrix is diagonalized by a unitary matrix, with real diagonal entries. -/
theorem exists_diagonalization {H : Matrix n n ℂ} (hH : H.IsHermitian) :
    ∃ (U : Matrix n n ℂ) (e : n → ℝ),
      Uᴴ * U = 1 ∧ H = U * diagonal (fun i => (e i : ℂ)) * Uᴴ := by
  refine ⟨hH.eigenvectorUnitary, hH.eigenvalues,
    Matrix.mem_unitaryGroup_iff'.1 hH.eigenvectorUnitary.2, ?_⟩
  have h := hH.spectral_theorem
  rw [Unitary.conjStarAlgAut_apply] at h
  exact h

variable {H U : Matrix n n ℂ} {e : n → ℝ} {E : ℝ}

/-- A vector `v` satisfies `H v = E v` exactly when, in a unitary eigenbasis of `H`, its amplitudes
on the basis states of other energies vanish. -/
theorem mem_energySpace_iff (hU : Uᴴ * U = 1)
    (h : H = U * diagonal (fun i => (e i : ℂ)) * Uᴴ) (v : n → ℂ) :
    v ∈ energySpace H E ↔ ∀ i, e i ≠ E → (Uᴴ *ᵥ v) i = 0 := by
  have back : ∀ x, U *ᵥ (Uᴴ *ᵥ x) = x := fun x => by
    rw [mulVec_mulVec, mul_eq_one_comm.mp hU, one_mulVec]
  -- in the eigenbasis, `H` multiplies each amplitude by its energy
  have key : ∀ i, (Uᴴ *ᵥ (H *ᵥ v)) i = e i * (Uᴴ *ᵥ v) i := by
    intro i
    have h1 : Uᴴ * H = diagonal (fun i => (e i : ℂ)) * Uᴴ := by
      rw [h, ← mul_assoc, ← mul_assoc, hU, one_mul]
    rw [mulVec_mulVec, h1, ← mulVec_mulVec, mulVec_diagonal]
  rw [energySpace, Module.End.mem_eigenspace_iff, toLin'_apply]
  constructor
  · intro hv i hi
    have h1 := key i
    rw [hv, mulVec_smul, Pi.smul_apply, smul_eq_mul] at h1
    have h2 : ((e i : ℂ) - E) * (Uᴴ *ᵥ v) i = 0 := by linear_combination -h1
    exact (mul_eq_zero.mp h2).resolve_left (sub_ne_zero.mpr (by exact_mod_cast hi))
  · intro hv
    have h1 : Uᴴ *ᵥ (H *ᵥ v) = Uᴴ *ᵥ ((E : ℂ) • v) := by
      funext i
      rw [key, mulVec_smul, Pi.smul_apply, smul_eq_mul]
      by_cases hi : e i = E
      · rw [hi]
      · rw [hv i hi, mul_zero, mul_zero]
    rw [← back (H *ᵥ v), h1, back]

/-- The real eigenvalues of `H` are exactly the diagonal entries of its diagonalization. -/
theorem energySpace_ne_bot_iff (hU : Uᴴ * U = 1)
    (h : H = U * diagonal (fun i => (e i : ℂ)) * Uᴴ) :
    energySpace H E ≠ ⊥ ↔ ∃ i, e i = E := by
  constructor
  · intro hS
    obtain ⟨v, hv, hv0⟩ := Submodule.exists_mem_ne_zero_of_ne_bot hS
    by_contra hn
    have hw : Uᴴ *ᵥ v = 0 :=
      funext fun i => (mem_energySpace_iff hU h v).1 hv i fun hi => hn ⟨i, hi⟩
    apply hv0
    rw [← one_mulVec v, ← mul_eq_one_comm.mp hU, ← mulVec_mulVec, hw, mulVec_zero]
  · rintro ⟨i, hi⟩ hS
    have hw : Uᴴ *ᵥ (U *ᵥ Pi.single i 1) = Pi.single i 1 := by
      rw [mulVec_mulVec, hU, one_mulVec]
    have hv : U *ᵥ Pi.single i 1 ∈ energySpace H E := by
      rw [mem_energySpace_iff hU h, hw]
      intro j hj
      exact Pi.single_eq_of_ne (fun hji => hj (by rw [hji, hi])) 1
    rw [hS, Submodule.mem_bot] at hv
    rw [hv, mulVec_zero] at hw
    have h0 := congrFun hw i
    simp at h0

/-- Keeping only the eigenstates of energy `E` in a unitary eigenbasis of `H` gives the
orthogonal projector onto the energy space of `E`. -/
theorem spectral_projector (hU : Uᴴ * U = 1)
    (h : H = U * diagonal (fun i => (e i : ℂ)) * Uᴴ) :
    IsOrthogonalProjector (U * diagonal (fun i => if e i = E then (1 : ℂ) else 0) * Uᴴ)
      (energySpace H E) := by
  refine ⟨?_, fun v => ?_, fun v hv => ?_⟩
  · have hd : (diagonal (fun i => if e i = E then (1 : ℂ) else 0))ᴴ =
        diagonal (fun i => if e i = E then (1 : ℂ) else 0) := by
      rw [diagonal_conjTranspose]
      congr 1
      funext i
      by_cases hi : e i = E <;> simp [hi]
    rw [IsHermitian, conjTranspose_mul, conjTranspose_mul, conjTranspose_conjTranspose,
      hd, mul_assoc]
  · rw [mem_energySpace_iff hU h]
    intro i hi
    rw [mulVec_mulVec, ← mul_assoc, ← mul_assoc, hU, one_mul, ← mulVec_mulVec,
      mulVec_diagonal, if_neg hi, zero_mul]
  · have hw : diagonal (fun i => if e i = E then (1 : ℂ) else 0) *ᵥ (Uᴴ *ᵥ v) = Uᴴ *ᵥ v := by
      funext i
      rw [mulVec_diagonal]
      by_cases hi : e i = E
      · rw [if_pos hi, one_mul]
      · rw [(mem_energySpace_iff hU h v).1 hv i hi, mul_zero]
    rw [← mulVec_mulVec, ← mulVec_mulVec, hw, mulVec_mulVec, mul_eq_one_comm.mp hU, one_mulVec]

/-- A Hermitian matrix on a nonempty index type has a least eigenvalue and an orthogonal
projector onto its eigenspace. -/
theorem exists_ground [Nonempty n] (hH : H.IsHermitian) :
    ∃ (E : ℝ) (P : Matrix n n ℂ),
      IsGroundEnergy H E ∧ IsOrthogonalProjector P (energySpace H E) := by
  obtain ⟨U, e, hU, h⟩ := exists_diagonalization hH
  obtain ⟨i, hi⟩ := Finite.exists_min e
  refine ⟨e i, _, ⟨(energySpace_ne_bot_iff hU h).2 ⟨i, rfl⟩, fun E' hE' => ?_⟩,
    spectral_projector hU h⟩
  obtain ⟨j, rfl⟩ := (energySpace_ne_bot_iff hU h).1 hE'
  exact hi j

/-- The operator `exp(-bH)` is diagonal, with the Boltzmann factors `exp(-b e i)` as diagonal
entries, in a unitary eigenbasis of `H`. -/
theorem exp_diagonalization (hU : Uᴴ * U = 1)
    (h : H = U * diagonal (fun i => (e i : ℂ)) * Uᴴ) (b : ℝ) :
    NormedSpace.exp (-(b : ℂ) • H) =
      U * diagonal (fun i => Complex.exp (-(b : ℂ) * e i)) * Uᴴ := by
  have hinv : U⁻¹ = Uᴴ := inv_eq_left_inv hU
  have hu : IsUnit U := ⟨⟨U, Uᴴ, mul_eq_one_comm.mp hU, hU⟩, rfl⟩
  have hs : -(b : ℂ) • H = U * diagonal (fun i => -(b : ℂ) * e i) * U⁻¹ := by
    have hd : diagonal (fun i => -(b : ℂ) * e i) =
        -(b : ℂ) • diagonal (fun i => (e i : ℂ)) := by
      rw [← diagonal_smul]
      rfl
    rw [hinv, h, hd, Matrix.mul_smul, Matrix.smul_mul]
  -- the exponential series converges and can be summed in each component
  have hsum : ∀ z : ℂ, Summable fun k : ℕ => (k.factorial : ℂ)⁻¹ • z ^ k := by
    intro z
    have hk : (fun k : ℕ => ‖(k.factorial : ℂ)⁻¹ • z ^ k‖) =
        fun k : ℕ => ‖z‖ ^ k / (k.factorial : ℝ) := by
      funext k
      rw [norm_smul, norm_inv, norm_pow, Complex.norm_natCast, div_eq_inv_mul]
    apply Summable.of_norm
    rw [hk]
    exact Real.summable_pow_div_factorial ‖z‖
  have hpi : ∀ w : n → ℂ, NormedSpace.exp w = fun i => Complex.exp (w i) := by
    intro w
    funext i
    rw [Complex.exp_eq_exp_ℂ]
    calc NormedSpace.exp w i = (∑' k : ℕ, (k.factorial : ℂ)⁻¹ • w ^ k) i :=
          congrFun (congrFun (NormedSpace.exp_eq_tsum (𝕂 := ℂ)) w) i
      _ = ∑' k : ℕ, (k.factorial : ℂ)⁻¹ • w i ^ k :=
          tsum_apply (Pi.summable.2 fun j => hsum (w j))
      _ = NormedSpace.exp (w i) :=
          (congrFun (NormedSpace.exp_eq_tsum (𝕂 := ℂ)) (w i)).symm
  have he : NormedSpace.exp (fun i => -(b : ℂ) * e i) =
      fun i => Complex.exp (-(b : ℂ) * e i) := hpi _
  rw [hs, Matrix.exp_conj _ _ hu, Matrix.exp_diagonal, hinv, he]

/-- For Hermitian `H` with least eigenvalue `E`, the operator `exp(bE) exp(-bH)` tends to the
orthogonal projector onto the eigenspace of `E` as `b` tends to infinity. -/
theorem tendsto_shifted_exp {P : Matrix n n ℂ} (hH : H.IsHermitian)
    (hE : IsGroundEnergy H E) (hP : IsOrthogonalProjector P (energySpace H E)) :
    Tendsto (fun b : ℝ => Complex.exp (b * E) • NormedSpace.exp (-(b : ℂ) • H))
      atTop (𝓝 P) := by
  obtain ⟨U, e, hU, h⟩ := exists_diagonalization hH
  rw [hP.unique (spectral_projector hU h)]
  have hfun : ∀ b : ℝ, Complex.exp (b * E) • NormedSpace.exp (-(b : ℂ) • H) =
      U * diagonal (fun i => ((Real.exp (-(b * (e i - E))) : ℝ) : ℂ)) * Uᴴ := by
    intro b
    have hd : Complex.exp (b * E) • diagonal (fun i => Complex.exp (-(b : ℂ) * e i)) =
        diagonal (fun i => ((Real.exp (-(b * (e i - E))) : ℝ) : ℂ)) := by
      rw [← diagonal_smul]
      congr 1
      funext i
      rw [Pi.smul_apply, smul_eq_mul, ← Complex.exp_add, Complex.ofReal_exp]
      congr 1
      push_cast
      ring
    rw [exp_diagonalization hU h, ← Matrix.smul_mul, ← Matrix.mul_smul, hd]
  -- ground terms stay equal to one, excited terms decay
  have hdiag : Tendsto (fun (b : ℝ) (i : n) => ((Real.exp (-(b * (e i - E))) : ℝ) : ℂ))
      atTop (𝓝 fun i => if e i = E then (1 : ℂ) else 0) := by
    refine tendsto_pi_nhds.2 fun i => ?_
    by_cases hi : e i = E
    · simp [hi]
    · have hpos : 0 < e i - E := sub_pos.2 (lt_of_le_of_ne
        (hE.2 _ ((energySpace_ne_bot_iff hU h).2 ⟨i, rfl⟩)) (Ne.symm hi))
      have ht : Tendsto (fun b : ℝ => Real.exp (-(b * (e i - E)))) atTop (𝓝 0) :=
        Real.tendsto_exp_neg_atTop_nhds_zero.comp (tendsto_id.atTop_mul_const hpos)
      have h3 := (Complex.continuous_ofReal.tendsto 0).comp ht
      rw [Complex.ofReal_zero] at h3
      simp only [if_neg hi]
      exact h3
  have hc : Continuous (fun v : n → ℂ => U * diagonal v * Uᴴ) :=
    (continuous_const.matrix_mul continuous_id.matrix_diagonal).matrix_mul continuous_const
  exact ((hc.tendsto _).comp hdiag).congr fun b => (hfun b).symm

/-- For Hermitian `H` with least eigenvalue `E`, the Gibbs state tends, as `b` tends to
infinity, to the orthogonal projector onto the eigenspace of `E` divided by its dimension. -/
theorem gibbsState_tendsto {P : Matrix n n ℂ} (hH : H.IsHermitian)
    (hE : IsGroundEnergy H E) (hP : IsOrthogonalProjector P (energySpace H E)) :
    Tendsto (gibbsState H) atTop
      (𝓝 ((Module.finrank ℂ (energySpace H E) : ℂ)⁻¹ • P)) := by
  have hX := tendsto_shifted_exp hH hE hP
  -- the trace of a projector is the dimension of its range
  have htr : P.trace = (Module.finrank ℂ (energySpace H E) : ℂ) := by
    have hp : LinearMap.IsProj (energySpace H E) (Matrix.toLin' P) :=
      ⟨fun v => by rw [toLin'_apply]; exact hP.mem v,
        fun v hv => by rw [toLin'_apply]; exact hP.fix v hv⟩
    have h1 := hp.trace
    rw [LinearMap.trace_eq_matrix_trace ℂ (Pi.basisFun ℂ n),
      LinearMap.toMatrix_eq_toMatrix', LinearMap.toMatrix'_toLin'] at h1
    exact h1
  have hg : P.trace ≠ 0 := by
    rw [htr]
    exact Nat.cast_ne_zero.2 fun h0 => hE.1 (Submodule.finrank_eq_zero.1 h0)
  have hc : Continuous (fun A : Matrix n n ℂ => A.trace) := continuous_id.matrix_trace
  have ht := (hc.tendsto P).comp hX
  rw [← htr]
  refine ((ht.inv₀ hg).smul hX).congr fun b => ?_
  -- the factor `exp(bE)` cancels between numerator and trace
  change (trace (Complex.exp (b * E) • NormedSpace.exp (-(b : ℂ) • H)))⁻¹ •
    (Complex.exp (b * E) • NormedSpace.exp (-(b : ℂ) • H)) = gibbsState H b
  rw [gibbsState, trace_smul, smul_smul, smul_eq_mul, mul_inv, mul_right_comm,
    inv_mul_cancel₀ (Complex.exp_ne_zero _), one_mul]

/-- If the eigenspace of the least eigenvalue of a Hermitian `H` is spanned by one normalized
vector `ψ`, the Gibbs state tends to the pure state `|ψ⟩⟨ψ|` as `b` tends to infinity. -/
theorem gibbsState_tendsto_pure {ψ : n → ℂ} (hH : H.IsHermitian) (hE : IsGroundEnergy H E)
    (hψ : star ψ ⬝ᵥ ψ = 1) (hspan : energySpace H E = Submodule.span ℂ {ψ}) :
    Tendsto (gibbsState H) atTop (𝓝 (vecMulVec ψ (star ψ))) := by
  have hact : ∀ v, vecMulVec ψ (star ψ) *ᵥ v = (star ψ ⬝ᵥ v) • ψ := by
    intro v
    funext i
    simp only [mulVec, dotProduct, vecMulVec_apply, Pi.smul_apply, smul_eq_mul, Finset.sum_mul]
    exact Finset.sum_congr rfl fun j _ => by ring
  have hP : IsOrthogonalProjector (vecMulVec ψ (star ψ)) (energySpace H E) := by
    rw [hspan]
    refine ⟨?_, fun v => ?_, fun v hv => ?_⟩
    · ext i j
      simp [vecMulVec_apply, mul_comm]
    · rw [hact]
      exact Submodule.mem_span_singleton.2 ⟨_, rfl⟩
    · obtain ⟨a, rfl⟩ := Submodule.mem_span_singleton.1 hv
      rw [hact, dotProduct_smul, hψ, smul_eq_mul, mul_one]
  have h0 : ψ ≠ 0 := by
    rintro rfl
    simp at hψ
  have hlim := gibbsState_tendsto hH hE hP
  rw [hspan, finrank_span_singleton h0, Nat.cast_one, inv_one, one_smul] at hlim
  exact hlim

end

end ZeroTemperatureState
```

```lean
#print axioms ZeroTemperatureState.exists_ground
#print axioms ZeroTemperatureState.gibbsState_tendsto
#print axioms ZeroTemperatureState.gibbsState_tendsto_pure
```

```
'ZeroTemperatureState.exists_ground' depends on axioms: [propext, Classical.choice, Quot.sound]
'ZeroTemperatureState.gibbsState_tendsto' depends on axioms: [propext, Classical.choice, Quot.sound]
'ZeroTemperatureState.gibbsState_tendsto_pure' depends on axioms: [propext, Classical.choice, Quot.sound]
```

### From the eigenbasis to the limit

`exists_diagonalization` extracts $U$ and the energies `e` from Mathlib's spectral theorem. In `mem_energySpace_iff`, the local statement `key` says that $H$ multiplies the $i$-th amplitude by $e_i$; the condition $(e_i-E)c_i=0$ then follows by `linear_combination`. `energySpace_ne_bot_iff` identifies the eigenvalues with the diagonal entries, using a column of $U$ as the eigenvector for each entry.

`spectral_projector` checks the three projector properties for $U\operatorname{diag}(p_i)U^\dagger$. The main theorem accepts any $P$ with these properties, so uniqueness is needed as well. If $P$ and $Q$ both project onto $S$, then $PQ=Q$ and $QP=P$, hence $P=QP=(PQ)^\dagger=Q^\dagger=Q$. This is the `calc` block in `IsOrthogonalProjector.unique`.

`exp_diagonalization` moves the exponential through the change of basis with `Matrix.exp_conj` and onto the diagonal with `Matrix.exp_diagonal`. Its longer middle part sums the exponential series entry by entry.

`tendsto_shifted_exp` takes the limit of each diagonal entry, splitting on whether `e i = E`, and carries it to the matrix by continuity of $v\mapsto U\operatorname{diag}(v)U^\dagger$. `gibbsState_tendsto` then obtains $\operatorname{Tr}P=g$ from Mathlib's trace formula for projections, divides the two limits and cancels $e^{bE}$. The pure-state theorem verifies that $|\psi\rangle\langle\psi|$ is the required projector and that the dimension is 1.

### A non-Hermitian matrix and negative temperatures

Real eigenvalues alone are not enough in place of Hermiticity. Take

$$H=\begin{pmatrix}0&1\\0&0\end{pmatrix},\qquad \frac{e^{-bH}}{\operatorname{Tr}e^{-bH}}=\frac12\begin{pmatrix}1&-b\\0&1\end{pmatrix}.$$

The only eigenvalue is 0 and its eigenspace has an orthogonal projector, yet the Gibbs expression diverges.

The same argument applied to $-H$ covers negative temperatures: as $b\to-\infty$, the Gibbs state of a Hermitian $H$ tends to the projector onto the eigenspace of the highest eigenvalue, divided by that eigenspace's dimension.

For exact diagonalisation of a finite spin cluster, the limit $b\to\infty$ means that thermal averages approach the average over the ground multiplet as the cluster is cooled, which can differ from the expectation value in one returned eigenvector. In your triplet, the state with both spins up has total $S_z=\hbar$, while the thermal limit gives zero.
